# Square-root pair weights recover a domain's population; product weights can fall short

Suppose a spin orbital with occupation $1/2$ lies wholly inside one atomic domain. If no other occupied orbital reaches into this domain, it holds half an electron. If electron sharing is counted with pair weights $n_in_j$, however, the shares of this domain with itself and with all others add up to only $1/4$. A table of localised and shared electrons built in this way does not add up to the populations. With weights $\sqrt{n_in_j}$ it does.

This matters for delocalisation indices from correlated calculations, when these are approximated from orbital occupations and overlaps instead of the full pair density.

## Domains, shares and populations

```lean
import Mathlib

open Matrix
open scoped ComplexOrder

namespace DelocalisationSumRule

noncomputable section

variable {ι α : Type*} [Fintype ι] [DecidableEq ι] [Fintype α]
```

The finite type `ι` labels the spin orbitals and `α` labels the domains.

```lean
/-- The domain overlap matrices `S A` are positive semidefinite and sum to the identity. -/
def IsDomainPartition (S : α → Matrix ι ι ℂ) : Prop :=
  (∀ A, (S A).PosSemidef) ∧ ∑ A, S A = 1
```

For orthonormal orbitals $\varphi_i$, the overlap matrix of domain $A$ is $S^A_{ij}=\int_A\varphi_i^*\varphi_j$. `IsDomainPartition S` keeps two properties of these matrices: each is positive semidefinite (which in Mathlib includes Hermitian), and $\sum_A S^A=1$. The second holds because the domains together cover all space, with each point counted once in total. Sharp boundaries are not required, so overlapping "fuzzy" atoms qualify too. The orbital set is finite.

```lean
/-- The pair share `∑ w_ij P_ij Q_ji` of two domains with overlap matrices `P` and `Q`,
for orbital pair weights `w`. -/
def share (w : ι → ι → ℝ) (P Q : Matrix ι ι ℂ) : ℂ :=
  ∑ i, ∑ j, (w i j : ℂ) * P i j * Q j i
```

This is $\sum_{ij}w_{ij}P_{ij}Q_{ji}$, with real weights and a complex value. For $P=S^A$ and $Q=S^B$ it is the pair share of $A$ and $B$.

```lean
/-- The population `∑ n_i P_ii` of a domain with overlap matrix `P`, for occupations `n`;
the real part of the diagonal entry is taken. -/
def population (n : ι → ℝ) (P : Matrix ι ι ℂ) : ℝ :=
  ∑ i, n i * (P i i).re
```

When the $\varphi_i$ are the natural spin orbitals and the $n_i$ their occupations, the population is $N_A=\sum_i n_iS^A_{ii}$. The suffix `.re` takes the real part, which makes the population a real number by type.

## Completeness removes the off-diagonal weights

```lean
omit [Fintype ι] [DecidableEq ι] in
/-- The weight of an orbital in a domain, a diagonal entry of a positive semidefinite
overlap matrix, is real and nonnegative. -/
theorem diag_real {P : Matrix ι ι ℂ} (hP : P.PosSemidef) (i : ι) :
    0 ≤ (P i i).re ∧ ((P i i).re : ℂ) = P i i := by
  have h := Complex.nonneg_iff.mp (hP.diag_nonneg (i := i))
  exact ⟨h.1, Complex.ext (by simp) (by simpa using h.2)⟩
```

Here the hypothesis `hP` stands in brackets after the theorem's name, and the conclusion follows the colon after the last bracketed argument. By hand, $P_{ii}=e_i^\dagger Pe_i\ge 0$ for the unit vector $e_i$. For a complex number, $0\le z$ means that the real part is nonnegative and the imaginary part vanishes; `Complex.nonneg_iff` splits the inequality into these two facts. Taking the real part in `population` therefore loses nothing.

```lean
/-- Summed over all domains `B` of a partition, the pair share of `A` and `B` depends only on
the diagonal weights: it equals `∑ w_ii S^A_ii`. -/
theorem sum_share {S : α → Matrix ι ι ℂ} (hS : IsDomainPartition S)
    (w : ι → ι → ℝ) (A : α) :
    ∑ B, share w (S A) (S B) = (population (fun i => w i i) (S A) : ℂ) := by
  have hentry : ∀ i j, ∑ B, S B j i = (1 : Matrix ι ι ℂ) j i := by
    intro i j
    rw [← hS.2, Matrix.sum_apply]
  calc ∑ B, share w (S A) (S B)
      = ∑ i, ∑ j, (w i j : ℂ) * S A i j * ∑ B, S B j i := by
        simp only [share, Finset.mul_sum]
        rw [Finset.sum_comm]
        refine Finset.sum_congr rfl fun i _ => ?_
        rw [Finset.sum_comm]
    -- completeness of the domains leaves only the terms with i = j
    _ = ∑ i, (w i i : ℂ) * S A i i := by
        simp [hentry, Matrix.one_apply]
    _ = (population (fun i => w i i) (S A) : ℂ) := by
        rw [population, Complex.ofReal_sum]
        refine Finset.sum_congr rfl fun i _ => ?_
        rw [Complex.ofReal_mul, (diag_real (hS.1 A) i).2]
```

For any weights,
$$\sum_B\sum_{ij}w_{ij}S^A_{ij}S^B_{ji}=\sum_{ij}w_{ij}S^A_{ij}\Big(\sum_BS^B_{ji}\Big)=\sum_{ij}w_{ij}S^A_{ij}\delta_{ji}=\sum_iw_{ii}S^A_{ii}.$$

The `calc` block has the same steps. `Finset.sum_comm` exchanges sums to bring the one over $B$ inside, `hentry` is completeness entry by entry, and `diag_real` turns the diagonal entries into real numbers. The sum over $B$ includes $B=A$.

## The two choices of weight

```lean
/-- For nonnegative occupations and weights `√(n_i n_j)`, the pair shares of a domain `A` with
all domains of the partition, itself included, add up to its population. -/
theorem sum_share_sqrt {S : α → Matrix ι ι ℂ} (hS : IsDomainPartition S)
    {n : ι → ℝ} (hn : ∀ i, 0 ≤ n i) (A : α) :
    ∑ B, share (fun i j => √(n i * n j)) (S A) (S B) = (population n (S A) : ℂ) := by
  have h : (fun i => √(n i * n i)) = n := funext fun i => Real.sqrt_mul_self (hn i)
  rw [sum_share hS, h]
```

On the diagonal, $\sqrt{n_in_i}=n_i$ because $n_i\ge0$, so the summed shares equal $N_A$. The proof establishes this identity as `h` and inserts it into `sum_share`.

```lean
/-- For weights `n_i n_j`, the summed pair shares of a domain `A` differ from its population by
`∑ n_i (1 - n_i) S^A_ii`. -/
theorem deficit {S : α → Matrix ι ι ℂ} (hS : IsDomainPartition S) (n : ι → ℝ) (A : α) :
    population n (S A) - (∑ B, share (fun i j => n i * n j) (S A) (S B)).re
      = ∑ i, n i * (1 - n i) * (S A i i).re := by
  rw [sum_share hS, Complex.ofReal_re]
  simp only [population]
  rw [← Finset.sum_sub_distrib]
  exact Finset.sum_congr rfl fun i _ => by ring
```

With product weights the diagonal is $n_i^2$, and the shortfall is
$$\sum_in_iS^A_{ii}-\sum_in_i^2S^A_{ii}=\sum_in_i(1-n_i)S^A_{ii}.$$
The final `ring` does this algebra term by term.

In a calculation that uses this approximation, one integrates $\varphi_i^*\varphi_j$ over each domain for the natural spin orbitals and forms the delocalisation index $\delta_{AB}$ as twice the share of $A$ and $B$. With square-root weights, $N_A-\tfrac12\sum_{B\ne A}\delta_{AB}$ is the share of $A$ with itself, the localisation index. With product weights, the same subtraction gives the localisation index plus the shortfall above.

```lean
/-- For occupations between 0 and 1 and weights `n_i n_j`, the summed pair shares of a domain
are at most its population. -/
theorem sum_share_mul_le {S : α → Matrix ι ι ℂ} (hS : IsDomainPartition S)
    {n : ι → ℝ} (hn : ∀ i, 0 ≤ n i ∧ n i ≤ 1) (A : α) :
    (∑ B, share (fun i j => n i * n j) (S A) (S B)).re ≤ population n (S A) := by
  rw [← sub_nonneg, deficit hS n A]
  exact Finset.sum_nonneg fun i _ =>
    mul_nonneg (mul_nonneg (hn i).1 (sub_nonneg.2 (hn i).2)) (diag_real (hS.1 A) i).1
```

For $0\le n_i\le1$ every term of the shortfall is a product of nonnegative factors, so the summed shares are at most $N_A$. `Finset.sum_nonneg` passes from the terms to the sum.

The occupations here belong to spin orbitals. If spatial occupations between 0 and 2 are inserted instead, a doubly occupied orbital contributes $2(1-2)S^A_{ii}=-2S^A_{ii}$, and the shortfall can become an excess.

```lean
/-- For occupations between 0 and 1 and weights `n_i n_j`, the summed pair shares of a domain
fall strictly below its population exactly when some fractionally occupied orbital has positive
weight in the domain. -/
theorem sum_share_mul_lt_iff {S : α → Matrix ι ι ℂ} (hS : IsDomainPartition S)
    {n : ι → ℝ} (hn : ∀ i, 0 ≤ n i ∧ n i ≤ 1) (A : α) :
    (∑ B, share (fun i j => n i * n j) (S A) (S B)).re < population n (S A) ↔
      ∃ i, 0 < n i ∧ n i < 1 ∧ 0 < (S A i i).re := by
  rw [← sub_pos, deficit hS n A]
  constructor
  · intro h
    -- a positive sum has a nonzero term, all of whose factors are nonzero
    obtain ⟨i, _, hi⟩ := Finset.exists_ne_zero_of_sum_ne_zero h.ne'
    refine ⟨i, lt_of_le_of_ne (hn i).1 fun h0 => hi ?_,
      lt_of_le_of_ne (hn i).2 fun h0 => hi ?_,
      lt_of_le_of_ne (diag_real (hS.1 A) i).1 fun h0 => hi ?_⟩
    · rw [← h0]; ring
    · rw [h0]; ring
    · rw [← h0]; ring
  · rintro ⟨i, h0, h1, hi⟩
    exact Finset.sum_pos'
      (fun j _ => mul_nonneg (mul_nonneg (hn j).1 (sub_nonneg.2 (hn j).2))
        (diag_real (hS.1 A) j).1)
      ⟨i, Finset.mem_univ i, mul_pos (mul_pos h0 (sub_pos.2 h1)) hi⟩
```

The inequality is strict exactly when some orbital has $0<n_i<1$ and $S^A_{ii}>0$. If the shortfall is positive, some term is nonzero, so none of its three factors vanishes; being nonnegative, they are all positive. Conversely, such an orbital contributes a positive term, and no other term can cancel it. In the Lean proof, `constructor` splits the equivalence into these two directions, and `Finset.sum_pos'` proves the second.

```lean
/-- For weights `n_i n_j`, the deficits of all domains add up to `∑ n_i (1 - n_i)`, whatever
the partition. -/
theorem total_deficit {S : α → Matrix ι ι ℂ} (hS : IsDomainPartition S) (n : ι → ℝ) :
    ∑ A, (population n (S A) - (∑ B, share (fun i j => n i * n j) (S A) (S B)).re)
      = ∑ i, n i * (1 - n i) := by
  rw [Finset.sum_congr rfl fun A _ => deficit hS n A, Finset.sum_comm]
  refine Finset.sum_congr rfl fun i _ => ?_
  -- each orbital is shared out completely among the domains
  have h : ∑ A, (S A i i).re = 1 := by
    rw [← Complex.re_sum, ← Matrix.sum_apply, hS.2]
    simp
  rw [← Finset.mul_sum, h, mul_one]
```

Summed over all domains, the shortfall is
$$\sum_in_i(1-n_i)\sum_AS^A_{ii}=\sum_in_i(1-n_i),$$
since each orbital is shared out completely. Moving the boundaries redistributes the missing electrons without changing their total.

## Which weights obey the sum rule

```lean
/-- Pair weights make the summed shares equal to the population, for every partition into two
domains, exactly when their diagonal is given by the occupations. -/
theorem sum_rule_iff (w : ι → ι → ℝ) (n : ι → ℝ) :
    (∀ S : Fin 2 → Matrix ι ι ℂ, IsDomainPartition S →
      ∀ A, ∑ B, share w (S A) (S B) = (population n (S A) : ℂ)) ↔ ∀ i, w i i = n i := by
  constructor
  · intro h k
    -- test partition: orbital k in one domain, all others in the other
    have h0 : (diagonal fun i => if i = k then (1 : ℂ) else 0).PosSemidef :=
      posSemidef_diagonal_iff.mpr fun i => by split_ifs <;> simp
    have h1 : (diagonal fun i => if i = k then (0 : ℂ) else 1).PosSemidef :=
      posSemidef_diagonal_iff.mpr fun i => by split_ifs <;> simp
    have hS : IsDomainPartition ![diagonal fun i => if i = k then (1 : ℂ) else 0,
        diagonal fun i => if i = k then (0 : ℂ) else 1] := by
      refine ⟨Fin.forall_fin_two.mpr ⟨h0, h1⟩, ?_⟩
      rw [Fin.sum_univ_two]
      ext i j
      by_cases hij : i = j
      · subst hij
        by_cases hik : i = k <;> simp [hik]
      · simp [hij]
    have h2 := h _ hS 0
    rw [sum_share hS] at h2
    have h3 := Complex.ofReal_injective h2
    simpa [population, apply_ite Complex.re] using h3
  · intro h S hS A
    rw [sum_share hS, funext h]
```

Weights satisfy the sum rule for every partition into two domains, meaning every pair of matrices allowed by `IsDomainPartition`, exactly when $w_{ii}=n_i$ for all $i$. With two or more orbitals, the off-diagonal weights are free, so the rule does not single out the square root.

If $w_{ii}=n_i$, the rule follows from `sum_share`. For the other direction, put orbital $k$ entirely in domain 0 and all other orbitals in domain 1. The rule for domain 0 then reads $w_{kk}=n_k$. Most of the Lean proof checks that these two diagonal matrices form a partition. For one given set of orbitals, the possible divisions of space may test less. An up-spin and a down-spin orbital with the same spatial part, for example, have equal weight in every domain, so only the sum of their two diagonal weights matters.

## Two orbitals over two domains

```lean
/-- Overlap matrix of the left domain for two orbitals spread evenly over two domains. -/
def left : Matrix (Fin 2) (Fin 2) ℂ := !![1/2, 1/2; 1/2, 1/2]

/-- Overlap matrix of the right domain for two orbitals spread evenly over two domains. -/
def right : Matrix (Fin 2) (Fin 2) ℂ := !![1/2, -1/2; -1/2, 1/2]
```

These matrices describe a bonding and an antibonding orbital of the same spin, $(\chi_L\pm\chi_R)/\sqrt2$, with normalised $\chi_L$ and $\chi_R$ each confined to its own side. The off-diagonal overlaps are $+\tfrac12$ on the left and $-\tfrac12$ on the right.

```lean
/-- The matrices `left` and `right` form a domain partition. -/
theorem diatomic_witness : IsDomainPartition ![left, right] := by
  have h2 : (starRingEnd ℂ) 2 = 2 := Complex.ext (by simp) (by simp)
  -- both matrices are Hermitian projections
  have hL : leftᴴ * left = left := by
    ext i j
    fin_cases i <;> fin_cases j <;>
      simp [left, Matrix.mul_apply, Fin.sum_univ_two, h2] <;> norm_num [h2]
  have hR : rightᴴ * right = right := by
    ext i j
    fin_cases i <;> fin_cases j <;>
      simp [right, Matrix.mul_apply, Fin.sum_univ_two, h2] <;> norm_num [h2]
  have pL : left.PosSemidef := by
    rw [← hL]
    exact posSemidef_conjTranspose_mul_self left
  have pR : right.PosSemidef := by
    rw [← hR]
    exact posSemidef_conjTranspose_mul_self right
  refine ⟨Fin.forall_fin_two.mpr ⟨pL, pR⟩, ?_⟩
  rw [Fin.sum_univ_two]
  ext i j
  fin_cases i <;> fin_cases j <;> simp [left, right] <;> norm_num
```

The sum is the identity by inspection. Each matrix satisfies $P^\dagger P=P$, so $v^\dagger Pv=\lVert Pv\rVert^2\ge0$. In Lean, `hL` and `hR` are these matrix identities, checked entry by entry.

```lean
/-- With occupations `a` and `b` and weights `n_i n_j`, the pair share of the domains `left`
and `right` is `(a - b)² / 4`. -/
theorem diatomic_share (a b : ℝ) :
    share (fun i j => ![a, b] i * ![a, b] j) left right = (((a - b) ^ 2 / 4 : ℝ) : ℂ) := by
  simp [share, Fin.sum_univ_two, left, right]
  ring

end

end DelocalisationSumRule
```

With occupations $a$ and $b$ and product weights, the four terms give
$$\frac{a^2}{4}-\frac{ab}{4}-\frac{ab}{4}+\frac{b^2}{4}=\frac{(a-b)^2}{4}.$$
`simp` expands the sums and `ring` collects the square. At $a=b=\tfrac12$ the two sides share nothing. Each then has population $\tfrac12$ but a share of only $\tfrac14$ with itself, so half of its population is missing from the count.

```lean
#print axioms DelocalisationSumRule.sum_share_mul_le
#print axioms DelocalisationSumRule.sum_share_mul_lt_iff
#print axioms DelocalisationSumRule.sum_rule_iff
#print axioms DelocalisationSumRule.diatomic_share
```

```
'DelocalisationSumRule.sum_share_mul_le' depends on axioms: [propext, Classical.choice, Quot.sound]
'DelocalisationSumRule.sum_share_mul_lt_iff' depends on axioms: [propext, Classical.choice, Quot.sound]
'DelocalisationSumRule.sum_rule_iff' depends on axioms: [propext, Classical.choice, Quot.sound]
'DelocalisationSumRule.diatomic_share' depends on axioms: [propext, Classical.choice, Quot.sound]
```
